# The ultrasoft overlap x*Sx as a sum of two squared norms, for projectors F(F*F)⁻¹ built from finitely many linearly independent pseudo waves F

In a finite-dimensional model, the columns of F are linearly independent pseudo waves, those of Y are the matching all-electron waves, and the projectors are b = F(F\*F)⁻¹. The overlap operator is S = 1 + b(Y\*Y − F\*F)b\*, and `overlap_expectation` states that x\*Sx = ‖Yb\*x‖² + ‖x − Fb\*x‖² for every vector x: the squared norm of the rebuilt all-electron wave plus that of the part of x left over by the pseudo waves. Since x need not be normalised, the normalised expectation value for nonzero x is this quantity divided by x\*x. The proof shows that 1 − Fb\* is an orthogonal projection, writes S as a sum of two products of the form M\*M, and then tries to turn each into a squared norm by rewriting.

An attempt in Lean 4 with a fault in it:

```lean
import Mathlib

open Matrix
open scoped ComplexOrder

namespace UltrasoftNormConservation

noncomputable section

/-- The waves stored as the columns of `A` are linearly independent. -/
def IndependentColumns {r c : Type*} (A : Matrix r c ℂ) : Prop :=
  LinearIndependent ℂ (fun j : c => fun i : r => A i j)

/-- Columns are independent exactly when no nonzero coefficient vector combines them to zero. -/
theorem independentColumns_iff {r c : Type*} [Fintype c] (A : Matrix r c ℂ) :
    IndependentColumns A ↔ ∀ v : c → ℂ, A *ᵥ v = 0 → v = 0 := by
  have h : ∀ v : c → ℂ, ∑ j, v j • (fun i : r => A i j) = A *ᵥ v := by
    intro v
    ext i
    simp [Matrix.mulVec, dotProduct, Finset.sum_apply, mul_comm]
  unfold IndependentColumns
  rw [Fintype.linearIndependent_iff]
  constructor
  · intro H v hv
    funext j
    exact H v ((h v).trans hv) j
  · intro H v hv j
    exact congrFun (H v ((h v).symm.trans hv)) j

variable {n m k : Type*} [Fintype n] [Fintype m] [Fintype k] [DecidableEq n] [DecidableEq m]

/-- The projectors `b = F (F* F)⁻¹` built from the pseudo waves `F`. -/
def projectors (F : Matrix n m ℂ) : Matrix n m ℂ := F * (Fᴴ * F)⁻¹

/-- The augmentation matrix `q = Y* Y - F* F`: all-electron minus pseudo Gram matrix. -/
def augmentation (F : Matrix n m ℂ) (Y : Matrix k m ℂ) : Matrix m m ℂ := Yᴴ * Y - Fᴴ * F

/-- The ultrasoft overlap operator `S = 1 + b q b*`. -/
def overlap (F : Matrix n m ℂ) (Y : Matrix k m ℂ) : Matrix n n ℂ :=
  1 + projectors F * augmentation F Y * (projectors F)ᴴ

omit [DecidableEq n] in
/-- The Gram matrix of independent pseudo waves is invertible. -/
theorem gram_isUnit {F : Matrix n m ℂ} (hF : IndependentColumns F) :
    IsUnit (Fᴴ * F).det := by
  rw [isUnit_iff_ne_zero]
  intro h0
  obtain ⟨v, hv, hz⟩ := Matrix.exists_mulVec_eq_zero_iff.2 h0
  exact hv ((independentColumns_iff F).1 hF v
    ((Matrix.conjTranspose_mul_self_mulVec_eq_zero F v).1 hz))

omit [DecidableEq n] in
/-- The projectors are dual to linearly independent pseudo waves: `b* F = 1`. -/
theorem projectors_dual {F : Matrix n m ℂ} (hF : IndependentColumns F) :
    (projectors F)ᴴ * F = 1 := by
  rw [projectors, conjTranspose_mul, conjTranspose_nonsing_inv, conjTranspose_mul,
    conjTranspose_conjTranspose, Matrix.mul_assoc, nonsing_inv_mul _ (gram_isUnit hF)]

/-- If the pseudo waves are linearly independent, the expectation value of `S` in a vector `x` is
the squared norm of the all-electron wave rebuilt from the projections `b* x`, plus the squared norm
of the part of `x` not described by pseudo waves. -/
theorem overlap_expectation {F : Matrix n m ℂ} (hF : IndependentColumns F)
    (Y : Matrix k m ℂ) (x : n → ℂ) :
    star x ⬝ᵥ overlap F Y *ᵥ x =
      star (Y *ᵥ ((projectors F)ᴴ *ᵥ x)) ⬝ᵥ (Y *ᵥ ((projectors F)ᴴ *ᵥ x)) +
      star (x - F *ᵥ ((projectors F)ᴴ *ᵥ x)) ⬝ᵥ (x - F *ᵥ ((projectors F)ᴴ *ᵥ x)) := by
  have h1 : projectors F * Fᴴ = F * (projectors F)ᴴ := by
    simp only [projectors, conjTranspose_mul, conjTranspose_nonsing_inv,
      conjTranspose_conjTranspose, Matrix.mul_assoc]
  have h2 : projectors F * (Fᴴ * F) = F := by
    rw [← Matrix.mul_assoc, h1, Matrix.mul_assoc, projectors_dual hF, Matrix.mul_one]
  have h3 : (projectors F * Fᴴ) * (F * (projectors F)ᴴ) = F * (projectors F)ᴴ := by
    calc (projectors F * Fᴴ) * (F * (projectors F)ᴴ)
        = (projectors F * (Fᴴ * F)) * (projectors F)ᴴ := by simp only [Matrix.mul_assoc]
      _ = F * (projectors F)ᴴ := by rw [h2]
  -- `1 - F b*` is an orthogonal projection
  have hP : (1 - F * (projectors F)ᴴ)ᴴ * (1 - F * (projectors F)ᴴ)
      = 1 - F * (projectors F)ᴴ := by
    rw [conjTranspose_sub, conjTranspose_one, conjTranspose_mul, conjTranspose_conjTranspose,
      Matrix.sub_mul, Matrix.one_mul, Matrix.mul_sub, Matrix.mul_one, h3, h1, sub_self, sub_zero]
  have hY : (Y * (projectors F)ᴴ)ᴴ * (Y * (projectors F)ᴴ)
      = projectors F * (Yᴴ * Y) * (projectors F)ᴴ := by
    rw [conjTranspose_mul, conjTranspose_conjTranspose]
    simp only [Matrix.mul_assoc]
  -- hence `S` is a sum of two squares
  have hS : overlap F Y = (Y * (projectors F)ᴴ)ᴴ * (Y * (projectors F)ᴴ)
      + (1 - F * (projectors F)ᴴ)ᴴ * (1 - F * (projectors F)ᴴ) := by
    rw [hP, hY, overlap, augmentation, Matrix.mul_sub, h2, Matrix.sub_mul]
    abel
  rw [hS, Matrix.add_mulVec, dotProduct_add, ← Matrix.mulVec_mulVec, ← Matrix.mulVec_mulVec,
    Matrix.dotProduct_mulVec (star x) (Y * (projectors F)ᴴ)ᴴ,
    Matrix.dotProduct_mulVec (star x) (1 - F * (projectors F)ᴴ)ᴴ,
    ← Matrix.star_mulVec, ← Matrix.star_mulVec, Matrix.sub_mulVec, Matrix.one_mulVec,
    ← Matrix.mulVec_mulVec, ← Matrix.mulVec_mulVec]

end

end UltrasoftNormConservation
```

Compiling this gives:

```
Main.lean:92:4: error: Tactic `rewrite` failed: Did not find an occurrence of the pattern
  star x ⬝ᵥ (1 - F * (projectors F)ᴴ)ᴴ *ᵥ ?w
in the target expression
  star x ᵥ* (Y * (projectors F)ᴴ)ᴴ ⬝ᵥ Y *ᵥ (projectors F)ᴴ *ᵥ x +
      star x ⬝ᵥ ((1 - F * (projectors F)ᴴ)ᴴ * (1 - F * (projectors F)ᴴ)) *ᵥ x =
    star (Y *ᵥ (projectors F)ᴴ *ᵥ x) ⬝ᵥ Y *ᵥ (projectors F)ᴴ *ᵥ x +
      star (x - F *ᵥ (projectors F)ᴴ *ᵥ x) ⬝ᵥ (x - F *ᵥ (projectors F)ᴴ *ᵥ x)

n : Type u_1
m : Type u_2
k : Type u_3
inst✝⁴ : Fintype n
inst✝³ : Fintype m
inst✝² : Fintype k
inst✝¹ : DecidableEq n
inst✝ : DecidableEq m
F : Matrix n m ℂ
hF : IndependentColumns F
Y : Matrix k m ℂ
x : n → ℂ
h1 : projectors F * Fᴴ = F * (projectors F)ᴴ
h2 : projectors F * (Fᴴ * F) = F
h3 : projectors F * Fᴴ * (F * (projectors F)ᴴ) = F * (projectors F)ᴴ
hP : (1 - F * (projectors F)ᴴ)ᴴ * (1 - F * (projectors F)ᴴ) = 1 - F * (projectors F)ᴴ
hY : (Y * (projectors F)ᴴ)ᴴ * (Y * (projectors F)ᴴ) = projectors F * (Yᴴ * Y) * (projectors F)ᴴ
hS :
  overlap F Y = (Y * (projectors F)ᴴ)ᴴ * (Y * (projectors F)ᴴ) + (1 - F * (projectors F)ᴴ)ᴴ * (1 - F * (projectors F)ᴴ)
⊢ star x ᵥ* (Y * (projectors F)ᴴ)ᴴ ⬝ᵥ Y *ᵥ (projectors F)ᴴ *ᵥ x +
      star x ⬝ᵥ ((1 - F * (projectors F)ᴴ)ᴴ * (1 - F * (projectors F)ᴴ)) *ᵥ x =
    star (Y *ᵥ (projectors F)ᴴ *ᵥ x) ⬝ᵥ Y *ᵥ (projectors F)ᴴ *ᵥ x +
      star (x - F *ᵥ (projectors F)ᴴ *ᵥ x) ⬝ᵥ (x - F *ᵥ (projectors F)ᴴ *ᵥ x)
```

After these edits no error is left:

```diff
@@ -88,9 +88,12 @@
     rw [hP, hY, overlap, augmentation, Matrix.mul_sub, h2, Matrix.sub_mul]
     abel
-  rw [hS, Matrix.add_mulVec, dotProduct_add, ← Matrix.mulVec_mulVec, ← Matrix.mulVec_mulVec,
-    Matrix.dotProduct_mulVec (star x) (Y * (projectors F)ᴴ)ᴴ,
-    Matrix.dotProduct_mulVec (star x) (1 - F * (projectors F)ᴴ)ᴴ,
-    ← Matrix.star_mulVec, ← Matrix.star_mulVec, Matrix.sub_mulVec, Matrix.one_mulVec,
-    ← Matrix.mulVec_mulVec, ← Matrix.mulVec_mulVec]
+  have hA : star x ⬝ᵥ ((Y * (projectors F)ᴴ)ᴴ * (Y * (projectors F)ᴴ)) *ᵥ x
+      = star ((Y * (projectors F)ᴴ) *ᵥ x) ⬝ᵥ ((Y * (projectors F)ᴴ) *ᵥ x) := by
+    rw [Matrix.star_mulVec, ← Matrix.dotProduct_mulVec, Matrix.mulVec_mulVec]
+  have hB : star x ⬝ᵥ ((1 - F * (projectors F)ᴴ)ᴴ * (1 - F * (projectors F)ᴴ)) *ᵥ x
+      = star ((1 - F * (projectors F)ᴴ) *ᵥ x) ⬝ᵥ ((1 - F * (projectors F)ᴴ) *ᵥ x) := by
+    rw [Matrix.star_mulVec, ← Matrix.dotProduct_mulVec, Matrix.mulVec_mulVec]
+  rw [hS, Matrix.add_mulVec, dotProduct_add, hA, hB, Matrix.sub_mulVec, Matrix.one_mulVec,
+    Matrix.mulVec_mulVec x Y, Matrix.mulVec_mulVec x F]
 
 end
```

Diagnosis. The message says that Lean found no term in which `(1 - F * (projectors F)ᴴ)ᴴ` alone acts on a vector. The two uses of `← Matrix.mulVec_mulVec` were meant to split the two products M\*M, one each. The first split the Y product, but this exposed `(Y * (projectors F)ᴴ) *ᵥ x`, itself a product acting on a vector, and the second use split that instead. The other M\*M therefore stayed whole, as the printed goal shows, and `Matrix.dotProduct_mulVec` with the explicit matrix could not match.

The repair proves the two squared-norm identities separately, as `hA` and `hB`, so neither depends on which product a rewrite meets first. The last `rw` applies them and expands `1 - F * (projectors F)ᴴ` acting on `x`. It then uses `Matrix.mulVec_mulVec` forwards, with `Y` and `F` named, to join the nested actions on the right-hand side into the products already on the left. The two sides then agree.
